# For a small target of radius R at the centre of a reflecting spherical cell of radius L, the dilute estimate of the mean diffusive capture time from a uniformly random start is too long by a fraction 9R/(5L) to leading order

## Why is the capture time 18% short when the target fills a thousandth of the cell?

A particle diffuses with coefficient $D$ inside a reflecting sphere of radius $L$ and is captured when it first touches a target of radius $R$ at the centre. It starts at a random point, uniform over the free volume. For a small target I estimate the mean capture time as the cell volume divided by the steady diffusive rate constant, $\frac{4}{3}\pi L^3/(4\pi DR)=L^3/(3DR)$. At $R/L=0.1$ the target takes up only 0.1% of the volume, so I expected a correction of about that size. Yet the actual mean time is about 18% below the estimate. Is something wrong with my simulation, or does the estimate really converge that slowly?

## The error scales with the radius ratio, not the volume fraction

Your simulation is fine. By relative error I mean the estimate minus the true mean time, divided by the estimate, as in your 18%. It is $\frac95 R/L$ to leading order, and for every $0<R<L$ it lies strictly between $0$ and $\frac95R/L$.

Let $T(r)$ be the mean capture time from starting radius $r$. It satisfies

$$D(r^2T')'=-r^2,\qquad T(R)=0,\qquad T'(L)=0.$$

Integrating from $r$ to the reflecting wall, where the slope vanishes, gives

$$Dr^2T'(r)=\frac{L^3-r^3}{3},\qquad T'(r)=\frac{1}{3D}\left(\frac{L^3}{r^2}-r\right).$$

A second integration, from the target outwards, gives

$$T(r)=\frac1{3D}\left[L^3\left(\frac1R-\frac1r\right)-\frac{r^2-R^2}{2}\right].$$

The volume average is $M=\int_R^L T\,r^2dr\big/\int_R^L r^2dr$. The denominator is $(L^3-R^3)/3$, and the numerator is

$$\frac1{3D}\left[\left(\frac{L^3}{R}+\frac{R^2}{2}\right)\frac{L^3-R^3}{3}-\frac{L^3(L^2-R^2)}{2}-\frac{L^5-R^5}{10}\right].$$

Dividing $M$ by the estimate $L^3/(3DR)$ and subtracting from one, we get

$$1-\frac{3DRM}{L^3}=\frac RL\cdot\frac{9L^5-10L^3R^2+R^5}{5L^2(L^3-R^3)}.$$

The second factor tends to $9L^5/(5L^5)=9/5$ as $R\to0$. At $R/L=0.1$ the whole expression is about $0.178$, which is your 18%.

The coefficient can be read off the profile. The term $L^3/R$ gives the dilute estimate. For a vanishing target, the averages of $L^3/r$ and $r^2/2$ over the ball are $\frac32L^2$ and $\frac3{10}L^2$. They add up to $\frac95L^2$, which is smaller than $L^3/R$ by one power of $R/L$.

For the bounds, put $L=R+d$ with $d>0$. Then

$$9L^5-10L^3R^2+R^5=15R^4d+60R^3d^2+80R^2d^3+45Rd^4+9d^5>0,$$

so the error is positive. The second factor is below $9/5$ because

$$9L^2(L^3-R^3)-(9L^5-10L^3R^2+R^5)=R^2(12R^2d+21Rd^2+10d^3)>0.$$

For a simulation of a single particle in this concentric geometry, $L\ge180R$ therefore keeps the error of the dilute estimate below 1% of that estimate.

In the opposite limit, $R\to L$, the particle only has to cross a thin gap. The formula then gives a relative error tending to 1: $M$ behaves like $d^2/(3D)$ and vanishes, while the estimate stays near $L^2/(3D)$. The upper bound still holds there, but it is loose.

### What the Lean statements say

`IsPassageTime D R L T T'` collects the boundary value problem. The field `slope` says that `T'` is the derivative of `T` on the closed interval `Icc R L`, one-sided at its ends; `balance` is the differential equation, `absorbing` expresses capture on first contact, and `reflecting` is the zero slope that a reflecting outer wall imposes on $T$. `shellAverage R L T` is $M$, with weight $r^2$ for a uniform starting point.

In `tendsto_scaled_error`, `T` and `T'` are families with one solution for each target radius in `Ioo 0 L`, while $D>0$ and $L>0$ stay fixed. The filter `𝓝[>] 0` means that $R$ approaches zero from above. `error_bounds` is the two-sided bound at finite size.

The equation for $T$ is the starting point and is not derived from Brownian motion. The model has a fixed, central, perfectly absorbing target, constant $D$ and no forces; partial reactivity, off-centre targets and periodic cells are different problems.

```lean
import Mathlib

open Set Filter Topology

noncomputable section

namespace DiluteTargetPassage

/-- The mean first-passage time `T`, with radial slope `T'`, of a particle with diffusion
coefficient `D > 0` in the shell `R ≤ r ≤ L`, with `0 < R < L`: it obeys `D (r² T')' = -r²`,
vanishes on the absorbing target `r = R`, and has zero slope at the reflecting wall `r = L`. -/
structure IsPassageTime (D R L : ℝ) (T T' : ℝ → ℝ) : Prop where
  slope : ∀ r ∈ Icc R L, HasDerivWithinAt T (T' r) (Icc R L) r
  balance : ∀ r ∈ Icc R L,
    HasDerivWithinAt (fun s => D * (s ^ 2 * T' s)) (-r ^ 2) (Icc R L) r
  absorbing : T R = 0
  reflecting : T' L = 0

/-- The average over the volume of the spherical shell `R ≤ r ≤ L` of a radial function `f`,
for `0 ≤ R < L` and `f r²` integrable. -/
def shellAverage (R L : ℝ) (f : ℝ → ℝ) : ℝ :=
  (∫ r in R..L, f r * r ^ 2) / ∫ r in R..L, r ^ 2

/-- The explicit passage-time profile
`(L³ (1/R - 1/r) - (r² - R²)/2) / (3D)`, for nonzero `D`, `R` and `r`. -/
def profile (D R L r : ℝ) : ℝ :=
  (L ^ 3 * (R⁻¹ - r⁻¹) - (r ^ 2 - R ^ 2) / 2) / (3 * D)

/-- A quantity whose radial derivative vanishes throughout the shell `R ≤ r ≤ L`, `R < L`,
has the same value everywhere as at the inner surface. -/
theorem eq_inner_value {R L : ℝ} (hRL : R < L) {f : ℝ → ℝ}
    (hf : ∀ r ∈ Icc R L, HasDerivWithinAt f 0 (Icc R L) r) :
    ∀ r ∈ Icc R L, f r = f R :=
  constant_of_derivWithin_zero (fun r hr => (hf r hr).differentiableWithinAt)
    (fun r hr => (hf r (Ico_subset_Icc_self hr)).derivWithin
      (uniqueDiffOn_Icc hRL r (Ico_subset_Icc_self hr)))

/-- First integration: for `R < L` and any solution of the passage-time problem, the quantity
`D r² T'` at radius `r` in the shell equals `(L³ - r³)/3`. -/
theorem flux_eq {D R L : ℝ} {T T' : ℝ → ℝ} (hRL : R < L)
    (h : IsPassageTime D R L T T') {r : ℝ} (hr : r ∈ Icc R L) :
    D * (r ^ 2 * T' r) = (L ^ 3 - r ^ 3) / 3 := by
  -- the combination `D s² T' + s³/3` is conserved
  have hc := eq_inner_value hRL (f := fun s => D * (s ^ 2 * T' s) + s ^ 3 / 3) (by
    intro s hs
    have h2 := (h.balance s hs).add ((hasDerivAt_pow 3 s).div_const 3).hasDerivWithinAt
    exact h2.congr_deriv (by push_cast; ring))
  have h1 : D * (r ^ 2 * T' r) + r ^ 3 / 3 = D * (R ^ 2 * T' R) + R ^ 3 / 3 := hc r hr
  have h2 : D * (L ^ 2 * T' L) + L ^ 3 / 3 = D * (R ^ 2 * T' R) + R ^ 3 / 3 :=
    hc L (right_mem_Icc.2 hRL.le)
  rw [h.reflecting] at h2
  linear_combination h1 - h2

/-- At a radius `r ≠ 0` the explicit profile has slope `(L³/r² - r)/(3D)`. -/
theorem profile_hasDerivAt (D R L : ℝ) {r : ℝ} (hr : r ≠ 0) :
    HasDerivAt (profile D R L) ((L ^ 3 / r ^ 2 - r) / (3 * D)) r := by
  have h := ((((hasDerivAt_inv hr).const_sub R⁻¹).const_mul (L ^ 3)).fun_sub
    (((hasDerivAt_pow 2 r).sub_const (R ^ 2)).div_const 2)).div_const (3 * D)
  exact h.congr_deriv (by push_cast; ring)

/-- For `D > 0` and `0 < R < L` the explicit profile solves the passage-time problem. -/
theorem profile_isPassageTime {D R L : ℝ} (hD : 0 < D) (hR : 0 < R) (hRL : R < L) :
    IsPassageTime D R L (profile D R L) (fun r => (L ^ 3 / r ^ 2 - r) / (3 * D)) where
  slope r hr := (profile_hasDerivAt D R L (hR.trans_le hr.1).ne').hasDerivWithinAt
  balance r hr := by
    have h := (((hasDerivAt_pow 3 r).const_sub (L ^ 3)).div_const 3).hasDerivWithinAt
      (s := Icc R L)
    have e : ∀ s ∈ Icc R L,
        D * (s ^ 2 * ((L ^ 3 / s ^ 2 - s) / (3 * D))) = (L ^ 3 - s ^ 3) / 3 := by
      intro s hs
      have hs0 : s ≠ 0 := (hR.trans_le hs.1).ne'
      have hD0 := hD.ne'
      field_simp
    exact (h.congr e (e r hr)).congr_deriv (by push_cast; ring)
  absorbing := by simp [profile]
  reflecting := by
    have hL : L ≠ 0 := (hR.trans hRL).ne'
    have e : L ^ 3 / L ^ 2 = L := by field_simp
    simp [e]

/-- Second integration: for `D > 0` and `0 < R < L`, every solution of the passage-time
problem equals the explicit profile on the shell. -/
theorem eq_profile {D R L : ℝ} {T T' : ℝ → ℝ} (hD : 0 < D) (hR : 0 < R) (hRL : R < L)
    (h : IsPassageTime D R L T T') {r : ℝ} (hr : r ∈ Icc R L) :
    T r = profile D R L r := by
  have hc := eq_inner_value hRL (f := fun s => T s - profile D R L s) (by
    intro s hs
    have hs0 : s ≠ 0 := (hR.trans_le hs.1).ne'
    have hD0 := hD.ne'
    have hf := flux_eq hRL h hs
    have e : T' s = (L ^ 3 / s ^ 2 - s) / (3 * D) := by
      field_simp
      linear_combination 3 * hf
    have h2 := (h.slope s hs).sub (profile_hasDerivAt D R L hs0).hasDerivWithinAt
    exact h2.congr_deriv (by rw [e, sub_self]))
  have h1 : T r - profile D R L r = T R - profile D R L R := hc r hr
  rw [h.absorbing, (profile_isPassageTime hD hR hRL).absorbing] at h1
  linarith

/-- For `D > 0` and `0 < R < L`, the amount by which the volume-averaged passage time falls below
the dilute estimate `L³/(3DR)`, as a fraction of that estimate and in units of `R/L`, is an explicit
rational function of `R` and `L`. -/
theorem scaled_error_eq {D R L : ℝ} {T T' : ℝ → ℝ} (hD : 0 < D) (hR : 0 < R)
    (hRL : R < L) (h : IsPassageTime D R L T T') :
    L / R * (1 - 3 * D * R * shellAverage R L T / L ^ 3) =
      (9 * L ^ 5 - 10 * L ^ 3 * R ^ 2 + R ^ 5) / (5 * L ^ 2 * (L ^ 3 - R ^ 3)) := by
  have hD0 := hD.ne'
  have hR0 := hR.ne'
  have hL0 : L ≠ 0 := (hR.trans hRL).ne'
  have hV : L ^ 3 - R ^ 3 ≠ 0 :=
    (sub_pos.2 (pow_lt_pow_left₀ hRL hR.le (by norm_num))).ne'
  -- on the shell the weighted profile is a polynomial in `r`
  have h1 : ∫ r in R..L, T r * r ^ 2 = ∫ r in R..L,
      ((L ^ 3 / R + R ^ 2 / 2) * r ^ 2 - L ^ 3 * r - 1 / 2 * r ^ 4) / (3 * D) := by
    apply intervalIntegral.integral_congr
    intro r hr
    rw [uIcc_of_le hRL.le] at hr
    have hr0 : r ≠ 0 := (hR.trans_le hr.1).ne'
    change T r * r ^ 2 = _
    rw [eq_profile hD hR hRL h hr, profile]
    field_simp
    ring
  have h2 := intervalIntegral.integral_eq_sub_of_hasDerivAt (a := R) (b := L)
    (f := fun r => ((L ^ 3 / R + R ^ 2 / 2) / 3 * r ^ 3 - L ^ 3 / 2 * r ^ 2
      - 1 / 10 * r ^ 5) / (3 * D))
    (f' := fun r => ((L ^ 3 / R + R ^ 2 / 2) * r ^ 2 - L ^ 3 * r - 1 / 2 * r ^ 4) / (3 * D))
    (fun r _ => by
      have h3 := ((((hasDerivAt_pow 3 r).const_mul ((L ^ 3 / R + R ^ 2 / 2) / 3)).fun_sub
        ((hasDerivAt_pow 2 r).const_mul (L ^ 3 / 2))).fun_sub
        ((hasDerivAt_pow 5 r).const_mul (1 / 10))).div_const (3 * D)
      exact h3.congr_deriv (by push_cast; ring))
    (Continuous.intervalIntegrable (by fun_prop) _ _)
  have h3 : ∫ r in R..L, r ^ 2 = (L ^ 3 - R ^ 3) / 3 := by
    rw [integral_pow]
    norm_num
  rw [shellAverage, h1, h2, h3]
  field_simp
  ring

/-- For fixed `D > 0` and `L > 0`, let `T R` be the mean passage time to a target of radius `R`, for
each `0 < R < L`. As `R` tends to zero, the amount by which the volume-averaged time falls below the
dilute estimate `L³/(3DR)`, as a fraction of that estimate and divided by `R/L`, tends to `9/5`. -/
theorem tendsto_scaled_error {D L : ℝ} (hD : 0 < D) (hL : 0 < L) (T T' : ℝ → ℝ → ℝ)
    (h : ∀ R ∈ Ioo 0 L, IsPassageTime D R L (T R) (T' R)) :
    Tendsto (fun R => L / R * (1 - 3 * D * R * shellAverage R L (T R) / L ^ 3))
      (𝓝[>] 0) (𝓝 (9 / 5)) := by
  have h0 : 5 * L ^ 2 * (L ^ 3 - (0 : ℝ) ^ 3) ≠ 0 := by
    have e : 5 * L ^ 2 * (L ^ 3 - (0 : ℝ) ^ 3) = 5 * L ^ 5 := by ring
    rw [e]
    positivity
  have hval : (9 * L ^ 5 - 10 * L ^ 3 * (0 : ℝ) ^ 2 + 0 ^ 5) /
      (5 * L ^ 2 * (L ^ 3 - 0 ^ 3)) = 9 / 5 := by
    rw [div_eq_div_iff h0 (by norm_num)]
    ring
  -- the rational function giving the scaled error is continuous at `R = 0`
  have hc : ContinuousAt (fun R : ℝ => (9 * L ^ 5 - 10 * L ^ 3 * R ^ 2 + R ^ 5) /
      (5 * L ^ 2 * (L ^ 3 - R ^ 3))) 0 :=
    ContinuousAt.div (by fun_prop) (by fun_prop) h0
  have ht : Tendsto (fun R : ℝ => (9 * L ^ 5 - 10 * L ^ 3 * R ^ 2 + R ^ 5) /
      (5 * L ^ 2 * (L ^ 3 - R ^ 3))) (𝓝 0) (𝓝 (9 / 5)) := by
    rw [← hval]
    exact hc
  refine (ht.mono_left nhdsWithin_le_nhds).congr' ?_
  filter_upwards [Ioo_mem_nhdsGT hL] with R hR
  exact (scaled_error_eq hD hR.1 hR.2 (h R hR)).symm

/-- For `D > 0` and every target size `0 < R < L`, the amount by which the volume-averaged passage
time falls below the dilute estimate `L³/(3DR)`, as a fraction of that estimate, is positive and
smaller than `(9/5) R/L`. -/
theorem error_bounds {D R L : ℝ} {T T' : ℝ → ℝ} (hD : 0 < D) (hR : 0 < R)
    (hRL : R < L) (h : IsPassageTime D R L T T') :
    0 < 1 - 3 * D * R * shellAverage R L T / L ^ 3 ∧
      1 - 3 * D * R * shellAverage R L T / L ^ 3 < 9 / 5 * (R / L) := by
  have hE := scaled_error_eq hD hR hRL h
  have hL : 0 < L := hR.trans hRL
  have hx : 0 < R / L := div_pos hR hL
  have hV : 0 < L ^ 3 - R ^ 3 := sub_pos.2 (pow_lt_pow_left₀ hRL hR.le (by norm_num))
  have hden : 0 < 5 * L ^ 2 * (L ^ 3 - R ^ 3) := mul_pos (by positivity) hV
  -- in terms of the gap `d = L - R` both polynomials have positive coefficients
  obtain ⟨d, hd, hLd⟩ : ∃ d, 0 < d ∧ L = R + d := ⟨L - R, sub_pos.2 hRL, by ring⟩
  have p1 : 0 < 9 * L ^ 5 - 10 * L ^ 3 * R ^ 2 + R ^ 5 := by
    have e : 9 * L ^ 5 - 10 * L ^ 3 * R ^ 2 + R ^ 5 = 15 * R ^ 4 * d + 60 * R ^ 3 * d ^ 2
        + 80 * R ^ 2 * d ^ 3 + 45 * R * d ^ 4 + 9 * d ^ 5 := by rw [hLd]; ring
    rw [e]
    positivity
  have p2 : 0 < 9 / 5 * (5 * L ^ 2 * (L ^ 3 - R ^ 3))
      - (9 * L ^ 5 - 10 * L ^ 3 * R ^ 2 + R ^ 5) := by
    have e : 9 / 5 * (5 * L ^ 2 * (L ^ 3 - R ^ 3))
        - (9 * L ^ 5 - 10 * L ^ 3 * R ^ 2 + R ^ 5)
        = R ^ 2 * (12 * R ^ 2 * d + 21 * R * d ^ 2 + 10 * d ^ 3) := by rw [hLd]; ring
    rw [e]
    positivity
  have q1 := div_pos p1 hden
  have q2 := (div_lt_iff₀ hden).2 (sub_pos.1 p2)
  rw [← hE] at q1 q2
  have key : ∀ E : ℝ, E = R / L * (L / R * E) := by
    intro E
    have hR0 := hR.ne'
    have hL0 := hL.ne'
    field_simp
  rw [key (1 - 3 * D * R * shellAverage R L T / L ^ 3)]
  refine ⟨mul_pos hx q1, ?_⟩
  rw [mul_comm (9 / 5 : ℝ) (R / L)]
  exact mul_lt_mul_of_pos_left q2 hx

end DiluteTargetPassage
```

```lean
#print axioms DiluteTargetPassage.tendsto_scaled_error
#print axioms DiluteTargetPassage.error_bounds
```

```
'DiluteTargetPassage.tendsto_scaled_error' depends on axioms: [propext, Classical.choice, Quot.sound]
'DiluteTargetPassage.error_bounds' depends on axioms: [propext, Classical.choice, Quot.sound]
```

### From the two integrations to the limit

`eq_inner_value` says that a function with zero derivative across the shell keeps its value at $R$. Both integrations use it. `flux_eq` applies it to $Ds^2T'+s^3/3$ and compares the values at $r$ and $L$, where `reflecting` removes the slope term.

`profile_hasDerivAt` differentiates the explicit profile, and `profile_isPassageTime` checks that it meets all four conditions, so a solution exists for every $0<R<L$. `eq_profile` then shows that any solution agrees with it on the shell: by `flux_eq` the two slopes are equal, so the difference is constant, and it vanishes at the target.

`scaled_error_eq` does the averaging. It replaces the integrand by a polynomial through `integral_congr`, integrates that with an explicit antiderivative, and simplifies the quotient with `field_simp` and `ring`.

For the limit, `tendsto_scaled_error` uses the continuity of this rational function at $R=0$, where its denominator is $5L^5\neq0$. The step with `filter_upwards` transfers the limit to the actual error, since the two expressions agree for all $0<R<L$.

`error_bounds` uses the two expansions in $d$, called `p1` and `p2`, whose signs `positivity` settles. It then multiplies the resulting inequalities by $R/L$ to return from the scaled error to the relative error.
